# For two electrons with Slater matrix diag(1, 0), the nonlocal numerator is the lower diagonal entry of B

The nonlocal numerator of a Slater matrix M and a second matrix B is a sum over electrons, in which each term is the determinant of M with that electron's row replaced by the same row of B. The lemma takes two electrons, M = diag(1, 0) and an arbitrary real 2×2 matrix B, and states that the sum equals `B 1 1`, the lower diagonal entry when indices start at 0. Here det M = 0, so the Slater determinant itself vanishes, while the numerator need not. The determinants are unnormalised; with the usual factor 1/√2! the value would be `B 1 1` divided by √2. The attempt is a single `simp` call, given a lemma called `numerator_eq_trace` and the formulas for adjugates, traces and products of matrices.

This version doesn't compile in Lean 4 with Mathlib:

```lean
import Mathlib

open Matrix Module

namespace NumeratorTwoElectrons

variable {n : Type*} [Fintype n] [DecidableEq n]

/-- The nonlocal numerator: the sum over electrons `i` of the Slater determinant in which
row `i` of `M` is replaced by row `i` of `B`. -/
def numerator (M B : Matrix n n ℝ) : ℝ := ∑ i, (M.updateRow i (B i)).det

/-- For the singular two-electron Slater matrix `diag(1, 0)` the nonlocal numerator is the
lower diagonal entry of `B`. -/
theorem numerator_two_electrons (B : Matrix (Fin 2) (Fin 2) ℝ) :
    numerator !![1, 0; 0, 0] B = B 1 1 := by
  simp [numerator_eq_trace, adjugate_fin_two, trace_fin_two, mul_apply, Fin.sum_univ_two]

end NumeratorTwoElectrons
```

The error:

```
Main.lean:17:8: error(lean.unknownIdentifier): Unknown identifier `numerator_eq_trace`
Main.lean:17:2: error: `simp` made no progress

Note: The target expression is not type-correct under the `implicit` transparency level, which may have triggered the failure. This is usually caused by unfolding of semireducible definitions in prior tactic steps. Use `set_option linter.tacticCheckInstances true` to investigate the source of the issue.
Full error:
  function expected
    B 1
```

Lean accepts the file once it reads:

```diff
@@ -15,5 +15,5 @@
 theorem numerator_two_electrons (B : Matrix (Fin 2) (Fin 2) ℝ) :
     numerator !![1, 0; 0, 0] B = B 1 1 := by
-  simp [numerator_eq_trace, adjugate_fin_two, trace_fin_two, mul_apply, Fin.sum_univ_two]
+  simp [numerator, det_fin_two, updateRow_apply]
 
 end NumeratorTwoElectrons
```

Cause. The first message says that no lemma called `numerator_eq_trace` is available: the file does not define it, and neither the import nor the open namespaces supply it. The second follows from the first. Without that lemma, `simp` had nothing that could open `numerator`, and the goal showed no adjugate, trace, matrix product or sum for the other lemmas to rewrite.

The note attached to the second message concerns reading `B 1` as a function, which requires unfolding the type `Matrix`. It is offered only as a possible cause, and the repaired proof leaves the statement unchanged, so the statement did not need altering.

The repair gives `simp` the definition `numerator` itself, which exposes the sum of determinants. `det_fin_two` expands each determinant, and `updateRow_apply` says which entries come from B and which from M. The term for electron 0 is then 0 and the term for electron 1 is `B 1 1`. Dropping the other four lemmas is mere tidying.
